# The Yamaguchi broken-symmetry formula is exact for two nonzero spins with H = E₀ + c J₁·J₂

A spin-unrestricted (broken-symmetry) single-determinant calculation on a magnetic dimer describes the antiferromagnetic arrangement by a state with one centre spin-up and the other spin-down, and that state is not an eigenstate of total spin. For two spins ½ with H = c J₁·J₂ (ħ = 1), the state ↑↑ has energy c/4, the singlet −3c/4, and ↑↓ lies at −c/4. Reading ↑↓ as the singlet halves the gap and the extracted coupling. In the convention H = −2J_ex J₁·J₂ the constant to be recovered is J_ex = −c/2. Dividing the broken-symmetry energy minus the high-spin energy by the squared maximal total spin gives this value for equal nonzero spins and, for c ≠ 0, misses it for unequal ones.

The Yamaguchi formula divides by a difference of squared total spins. With J = J₁ + J₂, a broken-symmetry state v, a high-spin state w and ⟨A⟩_v the expectation value of A in v,

    J_Y = (⟨H⟩_v − ⟨H⟩_w) / (⟨J²⟩_w − ⟨J²⟩_v).

In electronic-structure work the formula is applied to unrestricted determinants whose magnetic orbitals may overlap, whereas the exactness shown here holds for the isotropic two-centre spin model in finite dimension, with both local spins nonzero and fully aligned along ±z.

## Operators, states and the Hamiltonian

Operators are complex matrices over a finite index set `n`, states are vectors, and a triple has components 0, 1, 2 for x, y, z. The local spins a and b are real numbers; that they are half-integers is neither assumed nor derived.

```lean
import Mathlib

open Matrix
open Complex (I)
open scoped Kronecker

namespace BrokenSymmetryExchange

noncomputable section

variable {n : Type*} [Fintype n] [DecidableEq n] {J J₁ J₂ : Fin 3 → Matrix n n ℂ}
  {u v w : n → ℂ} {a b : ℝ}
```

An angular momentum has Hermitian components with [Jx, Jy] = iJz and its cyclic images.

```lean
/-- An angular momentum: three Hermitian matrices with the cyclic commutation relations. -/
structure IsAngMom (J : Fin 3 → Matrix n n ℂ) : Prop where
  herm : ∀ k, (J k).IsHermitian
  xy : J 0 * J 1 - J 1 * J 0 = I • J 2
  yz : J 1 * J 2 - J 2 * J 1 = I • J 0
  zx : J 2 * J 0 - J 0 * J 2 = I • J 1
```

The ladder operators are J₊ = Jx + iJy and J₋ = Jx − iJy, and A·B = AxBx + AyBy + AzBz keeps the factors in this order, so `dot J J` is J².

```lean
/-- The raising operator `J₊ = Jx + i Jy`. -/
def raise (J : Fin 3 → Matrix n n ℂ) : Matrix n n ℂ := J 0 + I • J 1

/-- The lowering operator `J₋ = Jx - i Jy`. -/
def lower (J : Fin 3 → Matrix n n ℂ) : Matrix n n ℂ := J 0 - I • J 1

/-- The scalar product `A·B` of two operator triples. -/
def dot (A B : Fin 3 → Matrix n n ℂ) : Matrix n n ℂ := ∑ k, A k * B k
```

The expectation value ⟨A⟩_v = v†Av is complex-valued and linear in A. Normalisation v†v = 1 is a separate hypothesis, `star v ⬝ᵥ v = 1`.

```lean
/-- The expectation value `v† A v`, as a linear function of the operator `A`. -/
def expect (v : n → ℂ) : Matrix n n ℂ →ₗ[ℂ] ℂ where
  toFun A := star v ⬝ᵥ A *ᵥ v
  map_add' A B := by rw [add_mulVec, dotProduct_add]
  map_smul' c A := by simp [Matrix.smul_mulVec]
```

A centre of spin a points fully up if J₊v = 0 and Jz v = a v, and fully down if J₋v = 0 and Jz v = −a v.

```lean
/-- `v` is killed by `J₊` and has `Jz v = a v`. -/
def IsHighest (J : Fin 3 → Matrix n n ℂ) (a : ℝ) (v : n → ℂ) : Prop :=
  raise J *ᵥ v = 0 ∧ J 2 *ᵥ v = (a : ℂ) • v

/-- `v` is killed by `J₋` and has `Jz v = -a v`. -/
def IsLowest (J : Fin 3 → Matrix n n ℂ) (a : ℝ) (v : n → ℂ) : Prop :=
  lower J *ᵥ v = 0 ∧ J 2 *ᵥ v = (-(a : ℂ)) • v
```

In the Hamiltonian the real constant E₀ is the spin-independent energy and the real constant c the isotropic exchange coupling, antiferromagnetic for c > 0. In the convention H = −2J_ex J₁·J₂ the exchange constant is J_ex = −c/2.

```lean
/-- The exchange Hamiltonian `H = E₀ + c J₁·J₂`. -/
def heisenberg (E₀ c : ℝ) (J₁ J₂ : Fin 3 → Matrix n n ℂ) : Matrix n n ℂ :=
  (E₀ : ℂ) • 1 + (c : ℂ) • dot J₁ J₂

/-- The Yamaguchi ratio `(⟨H⟩_v - ⟨H⟩_w) / (⟨J²⟩_w - ⟨J²⟩_v)` of two states `v` and `w`. -/
def yamaguchi (H : Matrix n n ℂ) (J : Fin 3 → Matrix n n ℂ) (v w : n → ℂ) : ℂ :=
  (expect v H - expect w H) / (expect w (dot J J) - expect v (dot J J))
```

## Flip-flop terms and extremal states

A product can act in both directions,

    ⟨AB⟩_v = (A†v)† (Bv),

so it vanishes if A†v = 0 or Bv = 0. The identity is `e`, and the two cases are closed by substitution.

```lean
omit [DecidableEq n] in
/-- The expectation of `A B` vanishes if `A†` or `B` kills the state. -/
theorem expect_mul_eq_zero {A B : Matrix n n ℂ} (h : Aᴴ *ᵥ v = 0 ∨ B *ᵥ v = 0) :
    expect v (A * B) = 0 := by
  have e : expect v (A * B) = star (Aᴴ *ᵥ v) ⬝ᵥ B *ᵥ v := by
    show star v ⬝ᵥ (A * B) *ᵥ v = _
    rw [star_mulVec, conjTranspose_conjTranspose, ← dotProduct_mulVec, mulVec_mulVec]
  rcases h with h | h <;> rw [e, h] <;> simp
```

For any two triples,

    A₊B₋ = AxBx + AyBy − i(AxBy − AyBx),
    A₋B₊ = AxBx + AyBy + i(AxBy − AyBx),
    A·B = AzBz + ½(A₊B₋ + A₋B₊),

with no commutation used. If Az v = p v and Bz v = q v for numbers p and q, then AzBz v = pq v. When v is a unit vector and both flip-flop expectations vanish, ⟨A·B⟩_v = pq. In the proof `h` is the splitting, checked by expanding and comparing coefficients with `module`, and `hz` is the longitudinal part.

```lean
omit [DecidableEq n] in
/-- In a unit state with `Az v = p v`, `Bz v = q v` and `⟨A₊B₋⟩ = ⟨A₋B₊⟩ = 0`, `⟨A·B⟩ = p q`. -/
theorem expect_dot {A B : Fin 3 → Matrix n n ℂ} {p q : ℂ} (hv : star v ⬝ᵥ v = 1)
    (hA : A 2 *ᵥ v = p • v) (hB : B 2 *ᵥ v = q • v) (h1 : expect v (raise A * lower B) = 0)
    (h2 : expect v (lower A * raise B) = 0) : expect v (dot A B) = p * q := by
  -- longitudinal part plus flip-flop terms
  have h : dot A B = A 2 * B 2 + (1 / 2 : ℂ) • (raise A * lower B + lower A * raise B) := by
    simp only [dot, Fin.sum_univ_three, raise, lower, Matrix.mul_add, Matrix.add_mul,
      Matrix.mul_sub, Matrix.sub_mul, Matrix.smul_mul, Matrix.mul_smul, smul_add, smul_sub,
      smul_smul, Complex.I_mul_I]
    module
  have hz : expect v (A 2 * B 2) = p * q := by
    show star v ⬝ᵥ (A 2 * B 2) *ᵥ v = _
    rw [← mulVec_mulVec, hB, mulVec_smul, hA, dotProduct_smul, dotProduct_smul, hv]
    simp only [smul_eq_mul]
    ring
  rw [h]
  simp [h1, h2, hz]
```

For a single angular momentum J₋J₊ = Jx² + Jy² + i[Jx, Jy] = Jx² + Jy² − Jz, and likewise J₊J₋ = Jx² + Jy² + Jz, so

    J² = J₋J₊ + Jz² + Jz = J₊J₋ + Jz² − Jz.

The first form on a fully up state and the second on a fully down state both give J²v = (a² + a)v. The two forms are `hl`, which needs only the commutator `xy`, and the eigenvalue equation is `e`.

```lean
omit [DecidableEq n] in
/-- A unit state with `J₊ v = 0, Jz v = a v` or `J₋ v = 0, Jz v = -a v` has `⟨J²⟩ = a(a+1)`. -/
theorem expect_casimir (hJ : IsAngMom J) (hv : star v ⬝ᵥ v = 1)
    (h : IsHighest J a v ∨ IsLowest J a v) : expect v (dot J J) = a * (a + 1) := by
  have hxy : J 0 * J 1 = J 1 * J 0 + I • J 2 := by rw [← hJ.xy]; abel
  have hl : dot J J = lower J * raise J + J 2 * J 2 + J 2 ∧
      dot J J = raise J * lower J + J 2 * J 2 - J 2 := by
    constructor <;>
    · simp only [dot, Fin.sum_univ_three, raise, lower, Matrix.mul_add, Matrix.add_mul,
        Matrix.mul_sub, Matrix.sub_mul, Matrix.smul_mul, Matrix.mul_smul, hxy, smul_add,
        smul_sub, smul_smul, Complex.I_mul_I]
      module
  have e : dot J J *ᵥ v = (a * (a + 1) : ℂ) • v := by
    rcases h with h | h
    · rw [hl.1]
      simp only [add_mulVec, ← mulVec_mulVec, h.1, h.2, mulVec_zero, mulVec_smul]
      module
    · rw [hl.2]
      simp only [add_mulVec, sub_mulVec, ← mulVec_mulVec, h.1, h.2, mulVec_zero, mulVec_smul]
      module
  show star v ⬝ᵥ dot J J *ᵥ v = _
  rw [e, dotProduct_smul, hv, smul_eq_mul, mul_one]
```

Linearity and normalisation give ⟨H⟩_v = E₀ + c⟨J₁·J₂⟩_v.

```lean
/-- In a unit state the energy is `E₀ + c ⟨J₁·J₂⟩`. -/
theorem expect_heisenberg (E₀ c : ℝ) (hv : star v ⬝ᵥ v = 1) :
    expect v (heisenberg E₀ c J₁ J₂) = E₀ + c * expect v (dot J₁ J₂) := by
  have h : expect v (1 : Matrix n n ℂ) = 1 := by
    show star v ⬝ᵥ (1 : Matrix n n ℂ) *ᵥ v = 1
    rw [one_mulVec, hv]
  simp [heisenberg, h]
```

## The two reference states

Let v be a unit vector, fully up for J₁ with spin a and fully down for J₂ with spin b. In J₁·J₂ the term J₁₊J₂₋ dies to the right because J₂₋v = 0, and J₁₋J₂₊ dies to the left because (J₁₋)† = J₁₊ kills v. In J₂·J₁ the term J₂₊J₁₋ dies to the left through (J₂₊)† = J₂₋, and J₂₋J₁₊ dies to the right. Both products have expectation −ab, and

    J² = J₁² + J₂² + J₁·J₂ + J₂·J₁,
    ⟨J²⟩_v = a(a+1) + b(b+1) − 2ab = (a−b)² + a + b.

The adjoints `r₁` and `r₂` use Hermiticity, and `e₁`, `e₂` are the two orderings. Since both are evaluated, the theorem needs no commutation between the centres, and v is not assumed to be a product state.

```lean
omit [DecidableEq n] in
/-- Broken-symmetry state, highest for `J₁` and lowest for `J₂`: `⟨J₁·J₂⟩ = -ab` and
`⟨(J₁+J₂)²⟩ = (a-b)² + a + b`. -/
theorem broken_symmetry (h₁ : IsAngMom J₁) (h₂ : IsAngMom J₂) (hv : star v ⬝ᵥ v = 1)
    (hv₁ : IsHighest J₁ a v) (hv₂ : IsLowest J₂ b v) :
    expect v (dot J₁ J₂) = -(a * b) ∧
      expect v (dot (J₁ + J₂) (J₁ + J₂)) = (a - b) ^ 2 + a + b := by
  have r₁ : (lower J₁)ᴴ = raise J₁ := by simp [raise, lower, (h₁.herm 0).eq, (h₁.herm 1).eq]
  have r₂ : (raise J₂)ᴴ = lower J₂ := by
    simp [raise, lower, (h₂.herm 0).eq, (h₂.herm 1).eq, sub_eq_add_neg]
  -- each flip-flop term dies acting to the right or to the left
  have e₁ := expect_dot hv hv₁.2 hv₂.2 (expect_mul_eq_zero (Or.inr hv₂.1))
    (expect_mul_eq_zero (Or.inl (by rw [r₁]; exact hv₁.1)))
  have e₂ := expect_dot hv hv₂.2 hv₁.2 (expect_mul_eq_zero (Or.inl (by rw [r₂]; exact hv₂.1)))
    (expect_mul_eq_zero (Or.inr hv₁.1))
  have h : dot (J₁ + J₂) (J₁ + J₂) = dot J₁ J₁ + dot J₂ J₂ + dot J₁ J₂ + dot J₂ J₁ := by
    simp only [dot, Fin.sum_univ_three, Pi.add_apply, Matrix.mul_add, Matrix.add_mul]; abel
  refine ⟨by rw [e₁]; ring, ?_⟩
  simp only [h, map_add, e₁, e₂, expect_casimir h₁ hv (Or.inl hv₁),
    expect_casimir h₂ hv (Or.inr hv₂)]
  ring
```

Let w be a unit vector fully up for both centres. The term J₁₋J₂₊ dies to the right, but J₁₊J₂₋ dies in neither direction as it stands when a and b are both nonzero, since ‖J₂₋w‖² = 2b and ‖J₁₋w‖² = 2a. The hypothesis `hc`, [J₁k, J₂l] = 0 for all components k and l, expresses that the two spins are independent degrees of freedom. It gives J₁₊J₂₋ = J₂₋J₁₊ (step `r`), which kills w, and J₂·J₁ = J₁·J₂. Hence ⟨J₁·J₂⟩_w = ab and

    ⟨J²⟩_w = a(a+1) + b(b+1) + 2ab = (a+b)(a+b+1).

```lean
omit [DecidableEq n] in
/-- High-spin state, highest for both commuting triples: `⟨J₁·J₂⟩ = ab` and
`⟨(J₁+J₂)²⟩ = (a+b)(a+b+1)`. -/
theorem high_spin (h₁ : IsAngMom J₁) (h₂ : IsAngMom J₂) (hc : ∀ k l, Commute (J₁ k) (J₂ l))
    (hw : star w ⬝ᵥ w = 1) (hw₁ : IsHighest J₁ a w) (hw₂ : IsHighest J₂ b w) :
    expect w (dot J₁ J₂) = a * b ∧
      expect w (dot (J₁ + J₂) (J₁ + J₂)) = (a + b) * (a + b + 1) := by
  have hc' : ∀ k l, J₁ k * J₂ l = J₂ l * J₁ k := fun k l => (hc k l).eq
  -- move `J₁₊` through `J₂₋` onto the state
  have r : raise J₁ * lower J₂ = lower J₂ * raise J₁ := by
    simp only [raise, lower, Matrix.mul_add, Matrix.add_mul, Matrix.mul_sub, Matrix.sub_mul,
      Matrix.smul_mul, Matrix.mul_smul, hc']
    module
  have e := expect_dot hw hw₁.2 hw₂.2 (by rw [r]; exact expect_mul_eq_zero (Or.inr hw₁.1))
    (expect_mul_eq_zero (Or.inr hw₂.1))
  have h : dot (J₁ + J₂) (J₁ + J₂) = dot J₁ J₁ + dot J₂ J₂ + dot J₁ J₂ + dot J₁ J₂ := by
    simp only [dot, Fin.sum_univ_three, Pi.add_apply, mul_add, add_mul, hc']; abel
  refine ⟨e, ?_⟩
  simp only [h, map_add, e, expect_casimir h₁ hw (Or.inl hw₁), expect_casimir h₂ hw (Or.inl hw₂)]
  ring
```

## The ratio and the energy of other states

The next three theorems assume two commuting angular momenta and the existence of unit states v and w as above, with the same a and b. Subtracting,

    ⟨J²⟩_w − ⟨J²⟩_v = (a+b)² − (a−b)² = 4ab,
    ⟨H⟩_v − ⟨H⟩_w = −c ab − c ab = −2c ab,
    J_Y = −2c ab / 4ab = −c/2.

`yamaguchi_exact` states that for ab ≠ 0 the denominator is nonzero and J_Y = −c/2 = J_ex; the first clause matters because Lean's division by zero returns 0. Step `d` is the value 4ab, and `div_eq_iff` clears the fraction.

```lean
section Formulas

variable (E₀ c : ℝ) (h₁ : IsAngMom J₁) (h₂ : IsAngMom J₂) (hc : ∀ k l, Commute (J₁ k) (J₂ l))
  (hv : star v ⬝ᵥ v = 1) (hv₁ : IsHighest J₁ a v) (hv₂ : IsLowest J₂ b v)
  (hw : star w ⬝ᵥ w = 1) (hw₁ : IsHighest J₁ a w) (hw₂ : IsHighest J₂ b w)

include h₁ h₂ hc hv hv₁ hv₂ hw hw₁ hw₂

/-- For `H = E₀ + c J₁·J₂` and `ab ≠ 0`, the Yamaguchi ratio of the broken-symmetry state `v`
and the high-spin state `w` has nonzero denominator and equals `-c/2`. -/
theorem yamaguchi_exact (hab : a * b ≠ 0) :
    expect w (dot (J₁ + J₂) (J₁ + J₂)) - expect v (dot (J₁ + J₂) (J₁ + J₂)) ≠ 0 ∧
      yamaguchi (heisenberg E₀ c J₁ J₂) (J₁ + J₂) v w = -c / 2 := by
  obtain ⟨b₁, b₂⟩ := broken_symmetry h₁ h₂ hv hv₁ hv₂
  obtain ⟨s₁, s₂⟩ := high_spin h₁ h₂ hc hw hw₁ hw₂
  have hab' : (a * b : ℂ) ≠ 0 := by exact_mod_cast hab
  have d : expect w (dot (J₁ + J₂) (J₁ + J₂)) - expect v (dot (J₁ + J₂) (J₁ + J₂))
      = 4 * (a * b) := by rw [b₂, s₂]; ring
  have d0 : (4 * (a * b) : ℂ) ≠ 0 := mul_ne_zero (by norm_num) hab'
  refine ⟨by rw [d]; exact d0, ?_⟩
  rw [yamaguchi, d, expect_heisenberg E₀ c hv, expect_heisenberg E₀ c hw, b₁, s₁, div_eq_iff d0]
  ring
```

Let u be any unit vector with ⟨J₁²⟩_u = a(a+1) and ⟨J₂²⟩_u = b(b+1), not necessarily an eigenstate of J² or H. Both u and w satisfy ⟨J²⟩ = a(a+1) + b(b+1) + 2⟨J₁·J₂⟩, so

    ⟨H⟩_u − ⟨H⟩_w = c(⟨J₁·J₂⟩_u − ⟨J₁·J₂⟩_w) = (c/2)(⟨J²⟩_u − ⟨J²⟩_w),
    ⟨H⟩_u = ⟨H⟩_w + J_Y (⟨J²⟩_w − ⟨J²⟩_u).

The proof replaces J_Y by −c/2, expands J² and finishes with `ring`.

```lean
/-- For `ab ≠ 0`, a unit state `u` with `⟨J₁²⟩ = a(a+1)`, `⟨J₂²⟩ = b(b+1)` has energy
`⟨H⟩_w + J_Y (⟨J²⟩_w - ⟨J²⟩_u)`, with `J_Y` the Yamaguchi ratio of `v` and `w`. -/
theorem spin_projection (hab : a * b ≠ 0) (hu : star u ⬝ᵥ u = 1)
    (hu₁ : expect u (dot J₁ J₁) = a * (a + 1)) (hu₂ : expect u (dot J₂ J₂) = b * (b + 1)) :
    expect u (heisenberg E₀ c J₁ J₂) = expect w (heisenberg E₀ c J₁ J₂) +
      yamaguchi (heisenberg E₀ c J₁ J₂) (J₁ + J₂) v w *
        (expect w (dot (J₁ + J₂) (J₁ + J₂)) - expect u (dot (J₁ + J₂) (J₁ + J₂))) := by
  obtain ⟨s₁, s₂⟩ := high_spin h₁ h₂ hc hw hw₁ hw₂
  have hc' : ∀ k l, J₁ k * J₂ l = J₂ l * J₁ k := fun k l => (hc k l).eq
  have h : dot (J₁ + J₂) (J₁ + J₂) = dot J₁ J₁ + dot J₂ J₂ + dot J₁ J₂ + dot J₁ J₂ := by
    simp only [dot, Fin.sum_univ_three, Pi.add_apply, mul_add, add_mul, hc']; abel
  rw [(yamaguchi_exact E₀ c h₁ h₂ hc hv hv₁ hv₂ hw hw₁ hw₂ hab).2, s₂,
    expect_heisenberg E₀ c hu, expect_heisenberg E₀ c hw, s₁, h]
  simp only [map_add, hu₁, hu₂]
  ring
```

With the squared maximal spin as denominator, for c ≠ 0 and a + b ≠ 0,

    −2c ab / (a+b)² = −c/2  ⇔  4ab = (a+b)²  ⇔  (a−b)² = 0.

Lean reaches c(a−b)² = 0 as `h0` by `linear_combination` and cancels c.

```lean
/-- For `c ≠ 0` and `a + b ≠ 0`, dividing `⟨H⟩_v - ⟨H⟩_w` by `(a+b)²` gives `-c/2` exactly
when `a = b`. -/
theorem smax_sq_exact_iff (hc0 : c ≠ 0) (hab : a + b ≠ 0) :
    (expect v (heisenberg E₀ c J₁ J₂) - expect w (heisenberg E₀ c J₁ J₂)) / (a + b) ^ 2
      = -c / 2 ↔ a = b := by
  have hab' : (a + b : ℂ) ≠ 0 := by exact_mod_cast hab
  have hc' : (c : ℂ) ≠ 0 := by exact_mod_cast hc0
  rw [expect_heisenberg E₀ c hv, expect_heisenberg E₀ c hw,
    (broken_symmetry h₁ h₂ hv hv₁ hv₂).1, (high_spin h₁ h₂ hc hw hw₁ hw₂).1,
    div_eq_iff (pow_ne_zero 2 hab')]
  constructor
  · intro h
    have h0 : (c : ℂ) * (a - b) ^ 2 = 0 := by linear_combination 2 * h
    have h1 := (pow_eq_zero_iff two_ne_zero).1 ((mul_eq_zero.1 h0).resolve_left hc')
    exact_mod_cast sub_eq_zero.1 h1
  · intro h
    rw [h]
    ring

end Formulas
```

## Spins 3/2 and 1/2

Take a = 3/2, b = 1/2, E₀ = 0 and c = 2, so J_ex = −1. Then ab = 3/4, ⟨H⟩_v = −3/2, ⟨H⟩_w = 3/2, ⟨J²⟩_v = 1 + 2 = 3 and ⟨J²⟩_w = 2·3 = 6, so

    J_Y = −3 / (6 − 3) = −1,

while the denominator (a+b)² = 4 gives −3/4. A state of total spin 1 has ⟨J²⟩ = 2 and energy 3/2 − (6 − 2) = −5/2, one unit below the broken-symmetry state.

## Axially anisotropic exchange

Give the longitudinal and transverse parts separate couplings c_z and c_⊥,

    H′ = E₀ + c_z J₁zJ₂z + c_⊥ (J₁xJ₂x + J₁yJ₂y).

The transverse part is (c_⊥/2)(J₁₊J₂₋ + J₁₋J₂₊), whose expectation vanishes in v and in w by the arguments above. The energy difference would be −2c_z ab over the unchanged denominator 4ab, so the ratio would return −c_z/2 and carry no information on c_⊥. This variant and the spin-3/2 realisation of the numbers above rest on ordinary algebra, with no Lean theorem behind them.

## Two spins ½

The spin-½ matrices are half the Pauli matrices. The two centres act as Kronecker products with the identity on a four-dimensional space, and basis states carry labels 0 for up and 1 for down.

```lean
/-- The spin-½ matrices, half the Pauli matrices. -/
def halfSpin : Fin 3 → Matrix (Fin 2) (Fin 2) ℂ :=
  ![(1 / 2 : ℂ) • !![0, 1; 1, 0], (1 / 2 : ℂ) • !![0, -I; I, 0], (1 / 2 : ℂ) • !![1, 0; 0, -1]]

/-- Spin ½ acting on the first of two sites. -/
def spinA (k : Fin 3) : Matrix (Fin 2 × Fin 2) (Fin 2 × Fin 2) ℂ :=
  halfSpin k ⊗ₖ (1 : Matrix (Fin 2) (Fin 2) ℂ)

/-- Spin ½ acting on the second of two sites. -/
def spinB (k : Fin 3) : Matrix (Fin 2 × Fin 2) (Fin 2 × Fin 2) ℂ :=
  (1 : Matrix (Fin 2) (Fin 2) ℂ) ⊗ₖ halfSpin k

/-- The product basis state with site labels `p` (0 for up, 1 for down). -/
def ket (p : Fin 2 × Fin 2) : Fin 2 × Fin 2 → ℂ := Pi.single p 1
```

With a = b = ½, the state ↑↓ is `ket (0, 1)` and serves as v, and ↑↑ is `ket (0, 0)` and serves as w. `dimer_witness` verifies every hypothesis on the triples and on v and w for this case, where ⟨J²⟩_v = 1, ⟨J²⟩_w = 2 and J_Y = (−c/4 − c/4)/1 = −c/2. Hermiticity (`hs`) and the commutators (`hr`) are checked entry by entry on the 2×2 matrices. Hermiticity is lifted through (A⊗B)† = A†⊗B† and the commutators through (A⊗B)(C⊗D) = AC⊗BD, which also gives the commutation of the centres. The ladder and eigenvalue conditions are checked component by component.

```lean
/-- Two spins ½ are commuting angular momenta with unit basis kets; with spin `1/2`, `↑↓` is highest
for the first and lowest for the second, and `↑↑` is highest for both. -/
theorem dimer_witness : IsAngMom spinA ∧ IsAngMom spinB ∧ (∀ k l, Commute (spinA k) (spinB l)) ∧
    (∀ p, star (ket p) ⬝ᵥ ket p = 1) ∧
    IsHighest spinA (1 / 2) (ket (0, 1)) ∧ IsLowest spinB (1 / 2) (ket (0, 1)) ∧
    IsHighest spinA (1 / 2) (ket (0, 0)) ∧ IsHighest spinB (1 / 2) (ket (0, 0)) := by
  have hs : ∀ k, (halfSpin k)ᴴ = halfSpin k := by
    intro k
    fin_cases k <;> ext i j <;> fin_cases i <;> fin_cases j <;>
      simp [halfSpin, conjTranspose_apply]
  have hr : halfSpin 0 * halfSpin 1 = halfSpin 1 * halfSpin 0 + I • halfSpin 2 ∧
      halfSpin 1 * halfSpin 2 = halfSpin 2 * halfSpin 1 + I • halfSpin 0 ∧
      halfSpin 2 * halfSpin 0 = halfSpin 0 * halfSpin 2 + I • halfSpin 1 := by
    refine ⟨?_, ?_, ?_⟩ <;> ext i j <;> fin_cases i <;> fin_cases j <;>
      simp [halfSpin, Matrix.mul_apply, Fin.sum_univ_two] <;> norm_num [Complex.ext_iff]
  refine ⟨⟨fun k => ?_, ?_, ?_, ?_⟩, ⟨fun k => ?_, ?_, ?_, ?_⟩, fun k l => ?_, fun p => ?_, ?_⟩
  · show (spinA k)ᴴ = spinA k
    rw [spinA, conjTranspose_kronecker, hs, conjTranspose_one]
  iterate 3
    simp only [spinA, ← mul_kronecker_mul, Matrix.mul_one, hr.1, hr.2.1, hr.2.2,
      add_kronecker, smul_kronecker, add_sub_cancel_left]
  · show (spinB k)ᴴ = spinB k
    rw [spinB, conjTranspose_kronecker, hs, conjTranspose_one]
  iterate 3
    simp only [spinB, ← mul_kronecker_mul, Matrix.mul_one, hr.1, hr.2.1, hr.2.2,
      kronecker_add, kronecker_smul, add_sub_cancel_left]
  · show spinA k * spinB l = spinB l * spinA k
    simp only [spinA, spinB, ← mul_kronecker_mul, Matrix.mul_one, Matrix.one_mul]
  · simp [ket]
  · refine ⟨⟨?_, ?_⟩, ⟨?_, ?_⟩, ⟨?_, ?_⟩, ⟨?_, ?_⟩⟩ <;> ext ⟨i, j⟩ <;> fin_cases i <;>
      fin_cases j <;>
      simp [raise, lower, spinA, spinB, halfSpin, ket, mulVec, dotProduct, Pi.single_apply,
        one_apply, kroneckerMap_apply] <;> norm_num [Complex.ext_iff]

end

end BrokenSymmetryExchange
```

```lean
#print axioms BrokenSymmetryExchange.yamaguchi_exact
#print axioms BrokenSymmetryExchange.spin_projection
#print axioms BrokenSymmetryExchange.smax_sq_exact_iff
```

```
'BrokenSymmetryExchange.yamaguchi_exact' depends on axioms: [propext, Classical.choice, Quot.sound]
'BrokenSymmetryExchange.spin_projection' depends on axioms: [propext, Classical.choice, Quot.sound]
'BrokenSymmetryExchange.smax_sq_exact_iff' depends on axioms: [propext, Classical.choice, Quot.sound]
```
